# The absolute Hückel levels of a graph with m ≥ 1 bonds and maximum degree D sum to at least 2m/D

After diagonalising a Hückel matrix with entry 1 for each bonded pair and 0 elsewhere, I add up the absolute values of the levels, counting a degenerate level as often as it occurs, and compare the sum with \(2m/D\), where \(m\) is the number of bonds and \(D\) the largest number of neighbours of any site. If the sum comes out smaller by more than rounding error, something is wrong with the matrix or the diagonalisation. For butadiene, \(m=3\) and \(D=2\), so the sum must be at least 3; it is \(2\sqrt5\approx4.47\).

I believe the bound holds for every finite simple graph with at least one bond, and that the complete bipartite graph with \(D\) sites on each side attains it. Can this be made rigorous and machine-checked?

## Bounding each level, then summing the squares

Yes. Start with any Hermitian matrix \(H\) on finitely many sites, with levels \(\varepsilon_k\), and suppose that \(\sum_j|H_{ij}|\le R\) for every site \(i\). Let \(v\neq0\) satisfy \(Hv=\varepsilon_k v\), and let \(s\) be a site where \(|v_s|\) is largest, so \(|v_s|>0\). Then

\[
|\varepsilon_k||v_s|=\Big|\sum_j H_{sj}v_j\Big|\le\sum_j|H_{sj}||v_j|\le R|v_s|,
\]

and hence \(|\varepsilon_k|\le R\).

Next, write \(H=U\Lambda U^\dagger\) with \(U\) unitary and \(\Lambda\) the diagonal matrix of levels. Cyclicity of the trace gives \(\operatorname{Tr}H^2=\operatorname{Tr}\Lambda^2\), and \(H_{ji}=\overline{H_{ij}}\), so

\[
\sum_k\varepsilon_k^2=\sum_{i,j}H_{ij}H_{ji}=\sum_{i,j}|H_{ij}|^2 .
\]

Since \(\varepsilon_k^2=|\varepsilon_k||\varepsilon_k|\le R|\varepsilon_k|\), summing over \(k\) yields

\[
\sum_{i,j}|H_{ij}|^2\le R\,E,\qquad E=\sum_k|\varepsilon_k|.
\]

Equality of the sums requires equality in every term, which means that each level is \(0\) or has absolute value \(R\).

For a graph, \(H\) is the adjacency matrix, with entry 1 for a bonded pair and 0 otherwise. Row \(i\) sums to the degree \(d_i\le D\). The squared entries sum to \(\sum_i d_i=2m\), because each bond has two ends. Taking \(R=D\) gives \(2m\le DE\). If \(m\ge1\), then \(D\) cannot be zero, and division gives \(E\ge2m/D\). If every site has \(d\ge1\) neighbours, then \(2m=nd\) for \(n\) sites, so \(E\ge n\).

## Why the complete bipartite graph attains the bound

Let \(D\ge1\), let \(a_i\) and \(b_j\) be the amplitudes on the two sides, and let \(S_a\) and \(S_b\) be their sums. A level \(e\) satisfies

\[
S_b=e\,a_i\ \text{ for all } i,\qquad S_a=e\,b_j\ \text{ for all } j.
\]

Summing each equation over its \(D\) sites gives \(DS_b=eS_a\) and \(DS_a=eS_b\). Suppose \(e\neq0\). If \(S_b\) were zero, all \(a_i\) would vanish, then \(S_a\), then all \(b_j\), contradicting \(v\ne0\). So \(S_b\ne0\), and \(D^2S_b=DeS_a=e^2S_b\) gives \(e=\pm D\). Every level is therefore \(0\) or \(\pm D\), and equality holds. With \(m=D^2\), the energy is \(E=2m/D=2D\). The case \(D=1\) is ethylene, with levels \(\pm1\).

Here is the complete Lean file.

```lean
import Mathlib

open Matrix

namespace HueckelMaxDegreeBound

noncomputable section

variable {V : Type*} [Fintype V] [DecidableEq V] {𝕜 : Type*} [RCLike 𝕜]

/-- The sum of the absolute values of the levels of a tight-binding Hamiltonian. -/
def absEnergy {H : Matrix V V 𝕜} (hH : H.IsHermitian) : ℝ :=
  ∑ k, |hH.eigenvalues k|

/-- Every level of a Hermitian Hamiltonian has a nonzero orbital that solves the
eigenvalue equation. -/
theorem exists_orbital {H : Matrix V V 𝕜} (hH : H.IsHermitian) (k : V) :
    ∃ v : V → 𝕜, v ≠ 0 ∧ H *ᵥ v = (hH.eigenvalues k : 𝕜) • v := by
  refine ⟨(hH.eigenvectorBasis k).ofLp, ?_, ?_⟩
  · intro h
    apply hH.eigenvectorBasis.orthonormal.ne_zero k
    ext i
    exact congrFun h i
  · refine (hH.mulVec_eigenvectorBasis k).trans ?_
    ext i
    simp [RCLike.real_smul_eq_coe_mul]

/-- If the absolute values of the entries in each row sum to at most `R`, every level lies between
`-R` and `R`. -/
theorem abs_level_le {H : Matrix V V 𝕜} (hH : H.IsHermitian) {R : ℝ}
    (hR : ∀ i, ∑ j, ‖H i j‖ ≤ R) (k : V) : |hH.eigenvalues k| ≤ R := by
  obtain ⟨v, hv, he⟩ := exists_orbital hH k
  obtain ⟨i₀, hi₀⟩ := Function.ne_iff.mp hv
  have hi : v i₀ ≠ 0 := hi₀
  have : Nonempty V := ⟨i₀⟩
  -- look at the site with the largest amplitude
  obtain ⟨s, hs⟩ := Finite.exists_max (fun i => ‖v i‖)
  have hpos : 0 < ‖v s‖ := lt_of_lt_of_le (norm_pos_iff.mpr hi) (hs i₀)
  have hrow : ∑ j, H s j * v j = (hH.eigenvalues k : 𝕜) * v s := congrFun he s
  refine le_of_mul_le_mul_right ?_ hpos
  calc |hH.eigenvalues k| * ‖v s‖ = ‖∑ j, H s j * v j‖ := by
        rw [hrow, norm_mul, RCLike.norm_ofReal]
    _ ≤ ∑ j, ‖H s j * v j‖ := norm_sum_le _ _
    _ ≤ ∑ j, ‖H s j‖ * ‖v s‖ := Finset.sum_le_sum fun j _ => by
        rw [norm_mul]
        exact mul_le_mul_of_nonneg_left (hs j) (norm_nonneg _)
    _ = (∑ j, ‖H s j‖) * ‖v s‖ := by rw [Finset.sum_mul]
    _ ≤ R * ‖v s‖ := mul_le_mul_of_nonneg_right (hR s) hpos.le

/-- The squared levels add up to the squared moduli of all matrix elements of the
Hamiltonian. -/
theorem sum_sq_levels {H : Matrix V V 𝕜} (hH : H.IsHermitian) :
    ∑ k, hH.eigenvalues k ^ 2 = ∑ i, ∑ j, ‖H i j‖ ^ 2 := by
  -- the trace of the square does not depend on the orthonormal basis
  have key : ∀ U D A : Matrix V V 𝕜, star U * U = 1 → A = U * D * star U →
      (A * A).trace = (D * D).trace := by
    intro U D A hU hA
    have h2 : A * A = U * (D * D) * star U := by
      calc A * A = U * D * (star U * U) * D * star U := by
            rw [hA]; simp only [mul_assoc]
        _ = U * (D * D) * star U := by
            rw [hU, mul_one]; simp only [mul_assoc]
    rw [h2, Matrix.trace_mul_cycle, hU, one_mul]
  have h := key (hH.eigenvectorUnitary : Matrix V V 𝕜)
    (Matrix.diagonal (fun k => (hH.eigenvalues k : 𝕜))) H
    (Unitary.coe_star_mul_self _) (by
      have h0 := hH.spectral_theorem
      rw [Unitary.conjStarAlgAut_apply] at h0
      exact h0)
  have h1 : (H * H).trace = ((∑ i, ∑ j, ‖H i j‖ ^ 2 : ℝ) : 𝕜) := by
    simp only [Matrix.trace, Matrix.diag_apply, Matrix.mul_apply]
    push_cast
    refine Finset.sum_congr rfl fun i _ => Finset.sum_congr rfl fun j _ => ?_
    rw [← hH.apply j i]
    exact RCLike.mul_conj _
  have h2 : (Matrix.diagonal (fun k => (hH.eigenvalues k : 𝕜)) *
      Matrix.diagonal (fun k => (hH.eigenvalues k : 𝕜))).trace
      = ((∑ k, hH.eigenvalues k ^ 2 : ℝ) : 𝕜) := by
    rw [Matrix.diagonal_mul_diagonal, Matrix.trace_diagonal]
    push_cast
    exact Finset.sum_congr rfl fun k _ => (sq _).symm
  exact RCLike.ofReal_inj.mp (h2.symm.trans (h.symm.trans h1))

/-- If the moduli of the entries in each row sum to at most `R`, the squared moduli of all entries
sum to at most `R` times the absolute energy, with equality exactly when every level is `0` or `±R`.
-/
theorem hopping_energy_bound {H : Matrix V V 𝕜} (hH : H.IsHermitian) {R : ℝ}
    (hR : ∀ i, ∑ j, ‖H i j‖ ≤ R) :
    ∑ i, ∑ j, ‖H i j‖ ^ 2 ≤ R * absEnergy hH ∧
    (∑ i, ∑ j, ‖H i j‖ ^ 2 = R * absEnergy hH ↔
      ∀ k, hH.eigenvalues k = 0 ∨ |hH.eigenvalues k| = R) := by
  have hle : ∀ k ∈ Finset.univ, hH.eigenvalues k ^ 2 ≤ R * |hH.eigenvalues k| := by
    intro k _
    rw [← sq_abs, sq]
    exact mul_le_mul_of_nonneg_right (abs_level_le hH hR k) (abs_nonneg _)
  rw [← sum_sq_levels hH, absEnergy, Finset.mul_sum]
  refine ⟨Finset.sum_le_sum hle, ?_⟩
  rw [Finset.sum_eq_sum_iff_of_le hle]
  constructor
  · intro h k
    have h1 := h k (Finset.mem_univ k)
    rcases eq_or_ne (hH.eigenvalues k) 0 with h0 | h0
    · exact Or.inl h0
    · rw [← sq_abs, sq] at h1
      exact Or.inr (mul_right_cancel₀ (abs_ne_zero.mpr h0) h1)
  · intro h k _
    rcases h k with h | h
    · simp [h]
    · rw [← sq_abs, h, sq]

omit [Fintype V] [DecidableEq V] in
/-- The Hueckel matrix of a graph, its adjacency matrix, is Hermitian. -/
theorem adj_isHermitian (G : SimpleGraph V) [DecidableRel G.Adj] :
    (G.adjMatrix ℝ).IsHermitian := by
  ext i j
  simp [Matrix.conjTranspose_apply, SimpleGraph.adjMatrix_apply, G.adj_comm j i]

/-- The sum of the absolute values of the adjacency eigenvalues of a graph. -/
def graphEnergy (G : SimpleGraph V) [DecidableRel G.Adj] : ℝ :=
  absEnergy (adj_isHermitian G)

omit [DecidableEq V] in
/-- In the adjacency matrix of a graph the absolute values in each row sum to the degree, and the
squared matrix elements sum to twice the number of bonds. -/
theorem graph_hopping_sums (G : SimpleGraph V) [DecidableRel G.Adj] :
    (∀ i, ∑ j, ‖G.adjMatrix ℝ i j‖ = (G.degree i : ℝ)) ∧
    ∑ i, ∑ j, ‖G.adjMatrix ℝ i j‖ ^ 2 = 2 * (G.edgeFinset.card : ℝ) := by
  have hn : ∀ i j, ‖G.adjMatrix ℝ i j‖ = if G.Adj i j then (1 : ℝ) else 0 := by
    intro i j
    rw [SimpleGraph.adjMatrix_apply]
    split_ifs <;> simp
  have h1 : ∀ i, ∑ j, ‖G.adjMatrix ℝ i j‖ = (G.degree i : ℝ) := by
    intro i
    simp_rw [hn]
    rw [Finset.sum_boole, ← SimpleGraph.card_neighborFinset_eq_degree,
      SimpleGraph.neighborFinset_eq_filter]
  refine ⟨h1, ?_⟩
  calc ∑ i, ∑ j, ‖G.adjMatrix ℝ i j‖ ^ 2 = ∑ i, (G.degree i : ℝ) := by
        refine Finset.sum_congr rfl fun i _ => ?_
        rw [← h1 i]
        refine Finset.sum_congr rfl fun j _ => ?_
        rw [hn]
        split_ifs <;> norm_num
    _ = 2 * (G.edgeFinset.card : ℝ) := by
        exact_mod_cast G.sum_degrees_eq_twice_card_edges

/-- A graph with at least one bond has positive maximum degree `D`, and its absolute
adjacency eigenvalues sum to at least `2m/D`, where `m` is the number of bonds. -/
theorem maxDegree_energy_bound (G : SimpleGraph V) [DecidableRel G.Adj]
    (hm : 0 < G.edgeFinset.card) :
    0 < G.maxDegree ∧
      2 * (G.edgeFinset.card : ℝ) / (G.maxDegree : ℝ) ≤ graphEnergy G := by
  have hb : _ ≤ (G.maxDegree : ℝ) * graphEnergy G :=
    (hopping_energy_bound (adj_isHermitian G) (fun i => by
      rw [(graph_hopping_sums G).1 i]
      exact_mod_cast G.degree_le_maxDegree i)).1
  rw [(graph_hopping_sums G).2] at hb
  have hm' : (0 : ℝ) < G.edgeFinset.card := by exact_mod_cast hm
  have hD : 0 < G.maxDegree := by
    rcases Nat.eq_zero_or_pos G.maxDegree with h | h
    · have h' : (G.maxDegree : ℝ) = 0 := by exact_mod_cast h
      rw [h', zero_mul] at hb
      linarith
    · exact h
  refine ⟨hD, ?_⟩
  rw [div_le_iff₀ (by exact_mod_cast hD)]
  linarith

/-- If every site has the same number `d ≥ 1` of neighbours, the absolute adjacency
eigenvalues sum to at least the number of sites. -/
theorem regular_energy_bound (G : SimpleGraph V) [DecidableRel G.Adj] {d : ℕ}
    (hd : 0 < d) (h : G.IsRegularOfDegree d) :
    (Fintype.card V : ℝ) ≤ graphEnergy G := by
  have hb : _ ≤ (d : ℝ) * graphEnergy G :=
    (hopping_energy_bound (adj_isHermitian G) (fun i => by
      rw [(graph_hopping_sums G).1 i, h.degree_eq i])).1
  have hs : Fintype.card V * d = 2 * G.edgeFinset.card := by
    rw [← G.sum_degrees_eq_twice_card_edges]
    simp [h.degree_eq]
  have hs' : (Fintype.card V : ℝ) * d = 2 * (G.edgeFinset.card : ℝ) := by
    exact_mod_cast hs
  rw [(graph_hopping_sums G).2] at hb
  have hd' : (0 : ℝ) < d := by exact_mod_cast hd
  refine le_of_mul_le_mul_right ?_ hd'
  linarith

/-- The complete bipartite graph with `D` sites on each side. -/
abbrev biclique (D : ℕ) : SimpleGraph (Fin D ⊕ Fin D) :=
  completeBipartiteGraph (Fin D) (Fin D)

/-- Every level of the complete bipartite graph with `D` sites on each side is `0`
or `±D`. -/
theorem biclique_levels (D : ℕ) [DecidableRel (biclique D).Adj] (k : Fin D ⊕ Fin D) :
    (adj_isHermitian (biclique D)).eigenvalues k = 0 ∨
      |(adj_isHermitian (biclique D)).eigenvalues k| = (D : ℝ) := by
  obtain ⟨v, hv, he⟩ := exists_orbital (adj_isHermitian (biclique D)) k
  generalize (adj_isHermitian (biclique D)).eigenvalues k = e at he ⊢
  -- the eigenvalue equation on either side only sees the total amplitude of the other
  have hl : ∀ i, ∑ j, v (.inr j) = e * v (.inl i) := by
    intro i
    have h : ∑ j, (biclique D).adjMatrix ℝ (.inl i) j * v j = e * v (.inl i) :=
      congrFun he (.inl i)
    rw [Fintype.sum_sum_type] at h
    simpa [SimpleGraph.adjMatrix_apply, biclique] using h
  have hr : ∀ j, ∑ i, v (.inl i) = e * v (.inr j) := by
    intro j
    have h : ∑ i, (biclique D).adjMatrix ℝ (.inr j) i * v i = e * v (.inr j) :=
      congrFun he (.inr j)
    rw [Fintype.sum_sum_type] at h
    simpa [SimpleGraph.adjMatrix_apply, biclique] using h
  by_cases he0 : e = 0
  · exact Or.inl he0
  right
  have h1 : (D : ℝ) * ∑ j, v (.inr j) = e * ∑ i, v (.inl i) := by
    calc (D : ℝ) * ∑ j, v (.inr j) = ∑ _i : Fin D, ∑ j, v (.inr j) := by simp
      _ = ∑ i, e * v (.inl i) := Finset.sum_congr rfl fun i _ => hl i
      _ = e * ∑ i, v (.inl i) := (Finset.mul_sum _ _ _).symm
  have h2 : (D : ℝ) * ∑ i, v (.inl i) = e * ∑ j, v (.inr j) := by
    calc (D : ℝ) * ∑ i, v (.inl i) = ∑ _j : Fin D, ∑ i, v (.inl i) := by simp
      _ = ∑ j, e * v (.inr j) := Finset.sum_congr rfl fun j _ => hr j
      _ = e * ∑ j, v (.inr j) := (Finset.mul_sum _ _ _).symm
  have hne : ∑ j, v (.inr j) ≠ 0 := by
    intro h0
    have a : ∀ i, v (.inl i) = 0 := fun i => by
      have h := hl i
      rw [h0] at h
      exact (mul_eq_zero.mp h.symm).resolve_left he0
    have b : ∀ j, v (.inr j) = 0 := fun j => by
      have h := hr j
      simp only [a, Finset.sum_const_zero] at h
      exact (mul_eq_zero.mp h.symm).resolve_left he0
    exact hv (funext fun x => by
      rcases x with i | j
      · exact a i
      · exact b j)
  have hsq : e ^ 2 = (D : ℝ) ^ 2 :=
    mul_right_cancel₀ hne (by linear_combination -(D : ℝ) * h1 - e * h2)
  have habs : |e| ^ 2 = (D : ℝ) ^ 2 := by rw [sq_abs, hsq]
  exact (sq_eq_sq₀ (abs_nonneg _) (Nat.cast_nonneg _)).mp habs

/-- For `D ≥ 1` the complete bipartite graph with `D` sites on each side has bonds, maximum
degree `D` and absolute energy `2D`, which equals `2m/D` for its `m` bonds. -/
theorem biclique_saturates (D : ℕ) (hD : 0 < D) [DecidableRel (biclique D).Adj] :
    0 < (biclique D).edgeFinset.card ∧ (biclique D).maxDegree = D ∧
    graphEnergy (biclique D) = 2 * (D : ℝ) ∧
    graphEnergy (biclique D) =
      2 * ((biclique D).edgeFinset.card : ℝ) / ((biclique D).maxDegree : ℝ) := by
  have hdeg : ∀ v, (biclique D).degree v = D := by
    intro v
    have h := (graph_hopping_sums (biclique D)).1 v
    rw [Fintype.sum_sum_type] at h
    have h' : ((biclique D).degree v : ℝ) = D := by
      rw [← h]
      rcases v with i | i <;> simp [SimpleGraph.adjMatrix_apply, biclique]
    exact_mod_cast h'
  have hmax : (biclique D).maxDegree = D := by
    apply le_antisymm
    · exact (biclique D).maxDegree_le_of_forall_degree_le D fun v => (hdeg v).le
    · have h := (biclique D).degree_le_maxDegree (.inl ⟨0, hD⟩)
      rwa [hdeg] at h
  have hm : (biclique D).edgeFinset.card = D * D := by
    have h := (biclique D).sum_degrees_eq_twice_card_edges
    rw [Finset.sum_congr rfl fun v _ => hdeg v] at h
    simp only [Finset.sum_const, Finset.card_univ, Fintype.card_sum, Fintype.card_fin,
      smul_eq_mul] at h
    linarith
  -- all levels are 0 or ±D, so the general bound is an equality
  have hsat : _ = (D : ℝ) * graphEnergy (biclique D) :=
    (hopping_energy_bound (adj_isHermitian (biclique D)) (fun i => by
      rw [(graph_hopping_sums (biclique D)).1 i, hdeg i])).2.mpr (biclique_levels D)
  rw [(graph_hopping_sums (biclique D)).2] at hsat
  have hD0 : (D : ℝ) ≠ 0 := by exact_mod_cast hD.ne'
  refine ⟨by rw [hm]; exact Nat.mul_pos hD hD, hmax, ?_, ?_⟩
  · apply mul_left_cancel₀ hD0
    rw [← hsat, hm]
    push_cast
    ring
  · rw [hmax, eq_div_iff hD0]
    linarith

end

end HueckelMaxDegreeBound
```

```lean
#print axioms HueckelMaxDegreeBound.maxDegree_energy_bound
#print axioms HueckelMaxDegreeBound.regular_energy_bound
#print axioms HueckelMaxDegreeBound.biclique_saturates
```

```
'HueckelMaxDegreeBound.maxDegree_energy_bound' depends on axioms: [propext, Classical.choice, Quot.sound]
'HueckelMaxDegreeBound.regular_energy_bound' depends on axioms: [propext, Classical.choice, Quot.sound]
'HueckelMaxDegreeBound.biclique_saturates' depends on axioms: [propext, Classical.choice, Quot.sound]
```

## Sites, bonds and energy units in the theorems

The main theorem, `maxDegree_energy_bound`, says: for a simple graph `G` on a finite set of sites `V` with at least one edge, the maximum degree is positive and `graphEnergy G` is at least \(2m/D\). The hypothesis `hm` is the condition \(m\ge1\), `G.edgeFinset.card` is \(m\), and `G.maxDegree` is \(D\). The graph need not be connected or bipartite.

`biclique_saturates` says that for `D ≥ 1` the graph `biclique D` has bonds, maximum degree `D` and energy \(2D\), equal to \(2m/D\). Its sites are `Fin D ⊕ Fin D`, with `.inl` and `.inr` marking the sides. `regular_energy_bound` is the statement for equal degrees.

Energies are measured from a common site energy, in units of the magnitude of a common hopping; the sign of the hopping does not affect absolute values. Different atoms, unequal bonds and orbital overlap are not covered by the graph theorems.

The more general `hopping_energy_bound` allows real or complex Hermitian matrices, including unequal hoppings and phases. Its constant `R` caps the sum of \(|H_{ij}|\) over each row, diagonal entry included, so on-site energies count towards it.

The result gives a check on non-interacting, single-hopping Hückel calculations on finite systems. For bipartite graphs with one electron per site, the absolute sum is also the magnitude of the ground-state π energy measured from the site energies.

## How the Lean proof runs

`exists_orbital` takes the orbital from Mathlib's orthonormal eigenvector basis, which also makes it nonzero. `abs_level_le` finds the site `s` with `Finite.exists_max`, and its `calc` block is the chain of inequalities above, with the common factor `‖v s‖` cancelled at the end.

In `sum_sq_levels`, the auxiliary claim `key` is the invariance of the trace of the square; the spectral theorem supplies the diagonalisation, and `h1` and `h2` evaluate the two traces. `hopping_energy_bound` sums the termwise inequality, and `Finset.sum_eq_sum_iff_of_le` turns equality of the sums into equality for every level.

`adj_isHermitian` and `graph_hopping_sums` supply the graph input: symmetry, row sums equal to degrees, and squared entries summing to \(2m\). The main theorem inserts these with \(R=D\), excludes \(D=0\) and divides.

In `biclique_levels`, `hl` and `hr` are the equations on the two sides, `h1` and `h2` their sums, and `hne` the argument that \(S_b\neq0\); `linear_combination` then performs the elimination. `biclique_saturates` counts degrees and bonds and feeds these levels into the equality criterion.

## Filling the levels with electrons instead

The energy could have been defined by placing electrons in the lowest levels, two per level. The statement would then need an electron number and an ordering of the levels, and its value could differ from the absolute sum, even for a bipartite graph if there is not one electron per site. For a triangle with three electrons and the usual negative hopping, the filled levels give a π energy of magnitude 3, while the absolute sum is 4. Filling levels never gives a larger magnitude than the absolute sum in this convention, so a lower bound on the latter does not transfer by itself.
